# The two-scale relation for cardinal B-splines and exact charge restriction on one-dimensional grids

## Splines, degrees and grid units

The cardinal B-spline of degree $p$ is written $B_p$ and is defined for $p = 0, 1, 2, \dots$ by

$$
B_0(x) = \begin{cases} 1 & 0 \le x < 1,\\ 0 & \text{otherwise,}\end{cases}
\qquad
B_{p+1}(x) = \int_0^1 B_p(x-t)\,dt .
$$

Splines are often labelled instead by their order $n = p+1$, with $M_n = B_{n-1}$, so that $M_1$ is the box. In that notation the two-scale relation reads, for every $n \ge 1$ and every real $x$,

$$
M_n(x) = 2^{1-n}\sum_{k=0}^{n}\binom{n}{k} M_n(2x-k).
$$

In terms of the degree, the prefactor is $2^{-p}$, the sum runs over $k = 0, \dots, p+1$ and the coefficients are $\binom{p+1}{k}$. Labelling by degree makes every natural number $p$ admissible, and the condition $n \ge 1$ disappears.

The code calls $B_p(x)$ `bspline p x`. The box includes its left end and excludes its right end. This convention matters because the relation is claimed at every point: with a closed box, two half-width boxes would overlap at $x = 1/2$ and their sum there would be $2$.

```lean
import Mathlib

open MeasureTheory Finset

namespace MultilevelSplineGrid

noncomputable section

/-- The cardinal B-spline of degree `p` (order `p + 1`): the indicator of `[0,1)` for `p = 0`,
and the average of the previous spline over a unit window at each further degree. -/
def bspline : ℕ → ℝ → ℝ
  | 0 => Set.indicator (Set.Ico 0 1) (fun _ => 1)
  | p + 1 => fun x => ∫ t in (0 : ℝ)..1, bspline p (x - t)
```

In some particle-mesh methods this spline is used to spread point charges over a grid. Let finitely many particles, labelled by $i$, have charges $q_i$ and positions $r_i$ on a line, with positions measured in units of the grid spacing. The charge assigned to the grid point $m \in \mathbb{Z}$ is

$$
Q_m = \sum_i q_i\, B_p(r_i - m).
$$

This is a charge and not a charge density, so no factor of the spacing enters. The spline is not centred on the grid point: for $p = 0$, a particle is assigned to the nearest grid point at or below its position. The grid is the whole of $\mathbb{Z}$, without periodic images. In `gridCharge` the type `ι` labels the particles, and `q` and `r` are arbitrary real-valued functions on it, so charges of either sign are allowed.

```lean
/-- The charge assigned to grid point `m` by particles with charges `q` at positions `r`,
measured in units of the grid spacing, when each is spread with the spline of degree `p`. -/
def gridCharge {ι : Type*} [Fintype ι] (p : ℕ) (q r : ι → ℝ) (m : ℤ) : ℝ :=
  ∑ i, q i * bspline p (r i - m)
```

## The next spline as a window integral

The substitution $u = x - t$ turns the recursion into an integral of the previous spline over a window of unit length that ends at $x$:

$$
B_{p+1}(x) = \int_0^1 B_p(x-t)\,dt = \int_{x-1}^{x} B_p(u)\,du .
$$

The theorem below has this content. Its first step unfolds the definition, and the rewriting step is the substitution.

```lean
/-- The spline of the next degree at `x` is the integral of the present one
over the window from `x - 1` to `x`. -/
theorem bspline_succ_window (p : ℕ) (x : ℝ) :
    bspline (p + 1) x = ∫ u in (x - 1)..x, bspline p u := by
  change (∫ t in (0 : ℝ)..1, bspline p (x - t)) = _
  rw [intervalIntegral.integral_comp_sub_left (bspline p) x, sub_zero]
```

## Continuity and integrability

The later steps split integrals and exchange them with finite sums, which requires the splines to be integrable on bounded intervals. The window form supplies this. Suppose that $B_p$ is integrable on every bounded interval, and set

$$
F(x) = \int_0^x B_p(u)\,du .
$$

Here the integral is signed, so that $F$ is defined for negative $x$ as well. Then

$$
B_{p+1}(x) = F(x) - F(x-1).
$$

The primitive of a locally integrable function is continuous, so $B_{p+1}$ is continuous. In the proof, `e` is this difference formula and `c` is the continuity of $F$. The last line composes $F$ with the shift $x \mapsto x-1$ and subtracts.

```lean
/-- If a spline is integrable on every bounded interval, the spline of the next degree
is continuous. -/
theorem bspline_succ_continuous (p : ℕ)
    (h : ∀ a b : ℝ, IntervalIntegrable (bspline p) volume a b) :
    Continuous (bspline (p + 1)) := by
  -- the window integral is a difference of two values of a primitive
  have e : bspline (p + 1) = fun x =>
      (∫ u in (0 : ℝ)..x, bspline p u) - ∫ u in (0 : ℝ)..(x - 1), bspline p u := by
    funext x
    rw [bspline_succ_window,
      intervalIntegral.integral_interval_sub_left (h 0 x) (h 0 (x - 1))]
  have c := intervalIntegral.continuous_primitive h 0
  rw [e]
  exact c.sub (c.comp (continuous_id.sub continuous_const))
```

Integrability now follows for all degrees by induction. The box $B_0$ is a constant restricted to a bounded interval and is therefore integrable. If $B_p$ is integrable on every bounded interval, then $B_{p+1}$ is continuous by the previous step, and a continuous function is integrable on every bounded interval.

The two cases of the Lean proof are these two sentences. The hypothesis `h` of the continuity theorem is thereby established for every degree, and it does not appear in any of the results that follow.

```lean
/-- Every cardinal B-spline is integrable on every bounded interval. -/
theorem bspline_integrable (p : ℕ) :
    ∀ a b : ℝ, IntervalIntegrable (bspline p) volume a b := by
  induction p with
  | zero =>
    intro a b
    have h : IntegrableOn (fun _ : ℝ => (1 : ℝ)) (Set.Ico 0 1) volume :=
      (continuous_const.integrableOn_Icc).mono_set Set.Ico_subset_Icc_self
    exact (h.integrable_indicator measurableSet_Ico).intervalIntegrable
  | succ p ih =>
    intro a b
    exact (bspline_succ_continuous p ih).intervalIntegrable a b
```

## Averaging a compressed spline

The induction for the two-scale relation needs the average of a spline whose argument runs twice as fast. With $u = y - 2t$, the variable $u$ covers a window of length two while $t$ covers a window of length one:

$$
\int_0^1 B_p(y-2t)\,dt = \frac12\int_{y-2}^{y} B_p(u)\,du .
$$

The long window is cut at $y-1$ into two unit windows, and each of them is a spline of the next degree:

$$
\frac12\left(\int_{y-1}^{y} B_p(u)\,du + \int_{y-2}^{y-1} B_p(u)\,du\right)
= \frac12\bigl(B_{p+1}(y) + B_{p+1}(y-1)\bigr).
$$

The Lean proof performs the substitution with `integral_comp_sub_mul`, writes both splines on the right-hand side as window integrals, and cuts the window of length two into two unit windows with `integral_add_adjacent_intervals`, used from right to left. The integrability theorem permits that cut. The equations `e1` and `e2` only bring the end points into matching form.

```lean
/-- Averaging a spline compressed by a factor two over a unit window gives half the sum of
two neighbouring splines of the next degree. -/
theorem average_compressed (p : ℕ) (y : ℝ) :
    ∫ t in (0 : ℝ)..1, bspline p (y - 2 * t) =
      1 / 2 * (bspline (p + 1) y + bspline (p + 1) (y - 1)) := by
  have h := bspline_integrable p
  have e1 : y - 2 * 1 = y - 1 - 1 := by ring
  have e2 : y - 2 * 0 = y := by ring
  -- the window of length two is cut into two unit windows
  rw [intervalIntegral.integral_comp_sub_mul (bspline p) (two_ne_zero : (2 : ℝ) ≠ 0) y,
    bspline_succ_window p y, bspline_succ_window p (y - 1), e1, e2,
    ← intervalIntegral.integral_add_adjacent_intervals (h (y - 1 - 1) (y - 1)) (h (y - 1) y),
    smul_eq_mul]
  ring
```

## Pascal's rule for neighbouring pairs

Each compressed spline thus produces a pair of neighbours. When the pairs carry binomial weights, they combine into a single binomial sum of the next order. For any numbers $g_0, g_1, \dots$,

$$
\sum_{k=0}^{n}\binom{n}{k}(g_k + g_{k+1}) = \sum_{k=0}^{n+1}\binom{n+1}{k} g_k .
$$

To see this, shift the index in the second part of the left-hand side:

$$
\sum_{k=0}^{n}\binom{n}{k} g_{k+1} = \sum_{k=1}^{n+1}\binom{n}{k-1} g_k .
$$

The first part may be extended to $k = n+1$, because $\binom{n}{n+1} = 0$. The coefficient of $g_0$ is then $1$, and for $1 \le k \le n+1$ the coefficient of $g_k$ is

$$
\binom{n}{k} + \binom{n}{k-1} = \binom{n+1}{k}.
$$

In Lean, `range (n + 1)` is the set $\{0, \dots, n\}$. The proof writes the extended sum in two ways: `h1` separates its first term, and `h2` separates its last term, which vanishes. On the right-hand side of the claim the first term is also separated, Pascal's rule is applied to the others, and `linarith` combines the resulting equations.

```lean
/-- Binomially weighted sums of neighbouring pairs are binomially weighted sums of the
next order. -/
theorem pascal_sum (n : ℕ) (g : ℕ → ℝ) :
    ∑ k ∈ range (n + 1), (n.choose k : ℝ) * (g k + g (k + 1)) =
      ∑ k ∈ range (n + 2), ((n + 1).choose k : ℝ) * g k := by
  have h1 := Finset.sum_range_succ' (fun k => (n.choose k : ℝ) * g k) (n + 1)
  have h2 := Finset.sum_range_succ (fun k => (n.choose k : ℝ) * g k) (n + 1)
  simp only [Nat.choose_succ_self, Nat.choose_zero_right, Nat.cast_zero, Nat.cast_one,
    zero_mul, one_mul, add_zero] at h1 h2
  rw [show n + 2 = n + 1 + 1 from rfl, Finset.sum_range_succ' _ (n + 1)]
  simp only [Nat.choose_succ_succ', Nat.cast_add, add_mul, mul_add, Finset.sum_add_distrib,
    Nat.choose_zero_right, Nat.cast_one, one_mul]
  linarith
```

## The two-scale relation at every point

The relation to be proved is

$$
B_p(x) = \frac{1}{2^p}\sum_{k=0}^{p+1}\binom{p+1}{k} B_p(2x-k)
\qquad\text{for all } p \ge 0 \text{ and all real } x .
$$

For $p = 0$ it states that the unit box consists of two half-width boxes:

$$
B_0(x) = B_0(2x) + B_0(2x-1).
$$

The first term on the right is $1$ exactly for $0 \le x < 1/2$, and the second exactly for $1/2 \le x < 1$.

Suppose that the relation holds for degree $p$ at every point. Insert it at the point $x-t$ under the integral that defines $B_{p+1}$. Since $2(x-t)-k = 2x-k-2t$,

$$
B_{p+1}(x) = \frac{1}{2^p}\sum_{k=0}^{p+1}\binom{p+1}{k}\int_0^1 B_p(2x-k-2t)\,dt .
$$

Each integral is the average of a compressed spline, with $y = 2x-k$. Therefore

$$
B_{p+1}(x) = \frac{1}{2^{p+1}}\sum_{k=0}^{p+1}\binom{p+1}{k}\bigl(B_{p+1}(2x-k) + B_{p+1}(2x-k-1)\bigr).
$$

Pascal's rule with $n = p+1$ and $g_k = B_{p+1}(2x-k)$ collects the pairs:

$$
B_{p+1}(x) = \frac{1}{2^{p+1}}\sum_{k=0}^{p+2}\binom{p+2}{k} B_{p+1}(2x-k),
$$

which is the relation for degree $p+1$.

The `calc` block follows these lines in the same order. The induction is started with `generalizing x`, because the hypothesis is used at all the points $x-t$ and not only at $x$. The auxiliary statement `hint` gives the integrability of the compressed splines, which is needed to exchange the integral with the sum. In the base case, `split_ifs` goes through the possible positions of $x$ relative to the boxes, and `grind` settles the inequalities.

The statement `two_scale` has no hypotheses beyond the degree `p` and the point `x`. It is an equality of values, so it also covers the jumps of the box at degree zero.

```lean
/-- **Two-scale relation.** The B-spline of order `n = p + 1` is `2^(1-n)` times the binomially
weighted sum of its copies shifted by `0, ..., n` and then compressed by two. -/
theorem two_scale (p : ℕ) (x : ℝ) :
    bspline p x = (1 / 2) ^ p *
      ∑ k ∈ range (p + 2), ((p + 1).choose k : ℝ) * bspline p (2 * x - k) := by
  induction p generalizing x with
  | zero =>
    -- the unit box is made of two half-width boxes
    have h : bspline 0 x = bspline 0 (2 * x) + bspline 0 (2 * x - 1) := by
      simp only [bspline, Set.indicator_apply, Set.mem_Ico]
      split_ifs <;> grind
    simpa [Finset.sum_range_succ] using h
  | succ p ih =>
    have hint : ∀ y : ℝ,
        IntervalIntegrable (fun t => bspline p (y - 2 * t)) volume 0 1 := by
      intro y
      have h1 := (bspline_integrable p (y - 0) (y - 2)).comp_sub_left y
      have h2 := h1.comp_mul_left (c := 2)
      simpa using h2
    calc bspline (p + 1) x = ∫ t in (0 : ℝ)..1, bspline p (x - t) := rfl
      _ = ∫ t in (0 : ℝ)..1, (1 / 2) ^ p *
            ∑ k ∈ range (p + 2), ((p + 1).choose k : ℝ) * bspline p (2 * x - k - 2 * t) := by
          refine intervalIntegral.integral_congr fun t _ => ?_
          rw [ih (x - t)]
          congr 1
          refine Finset.sum_congr rfl fun k _ => ?_
          rw [show 2 * (x - t) - (k : ℝ) = 2 * x - k - 2 * t by ring]
      _ = (1 / 2) ^ p * ∑ k ∈ range (p + 2), ((p + 1).choose k : ℝ) *
            (1 / 2 * (bspline (p + 1) (2 * x - k) + bspline (p + 1) (2 * x - k - 1))) := by
          rw [intervalIntegral.integral_const_mul, intervalIntegral.integral_finsetSum]
          · congr 1
            refine Finset.sum_congr rfl fun k _ => ?_
            rw [intervalIntegral.integral_const_mul, average_compressed]
          · intro k _
            exact (hint (2 * x - k)).const_mul _
      _ = _ := by
          -- Pascal's rule collects the neighbouring splines
          have P := pascal_sum (p + 1) (fun k => bspline (p + 1) (2 * x - k))
          rw [← P, pow_succ, mul_assoc, Finset.mul_sum _ _ (1 / 2 : ℝ)]
          congr 1
          refine Finset.sum_congr rfl fun k _ => ?_
          simp only [Nat.cast_add, Nat.cast_one]
          rw [show 2 * x - ((k : ℝ) + 1) = 2 * x - k - 1 by ring]
          ring
```

## Product splines on a mesh in $d$ dimensions

On a $d$-dimensional mesh, charges are commonly spread with a product of one spline per coordinate. Applying the relation to each factor gives

$$
\prod_{i} B_p(x_i)
= \prod_{i}\left[\frac{1}{2^p}\sum_{k_i=0}^{p+1}\binom{p+1}{k_i} B_p(2x_i-k_i)\right],
$$

where $i$ runs over the $d$ coordinates. Multiplying out the brackets produces one term for every choice of $k = (k_i)$:

$$
\prod_{i} B_p(x_i)
= \frac{1}{2^{pd}}\sum_{k}\left(\prod_{i}\binom{p+1}{k_i}\right)\prod_{i} B_p(2x_i-k_i),
\qquad 0 \le k_i \le p+1 .
$$

In the code a point is a function `x : Fin d → ℝ`, and `Fintype.piFinset` is the set of all admissible multi-indices $k$. The step `Finset.prod_univ_sum` multiplies out the product of sums. The degree is the same in every direction, and the spacing is halved in all directions together. For $d = 3$ this is the relation for the product splines of a three-dimensional mesh.

```lean
/-- The two-scale relation for the product splines of a `d`-dimensional mesh, with `2^(-p*d)` times
products of binomial coefficients as weights. -/
theorem two_scale_tensor {d : ℕ} (p : ℕ) (x : Fin d → ℝ) :
    ∏ i, bspline p (x i) = (1 / 2) ^ (p * d) *
      ∑ k ∈ Fintype.piFinset (fun _ : Fin d => range (p + 2)),
        (∏ i, ((p + 1).choose (k i) : ℝ)) * ∏ i, bspline p (2 * x i - k i) := by
  rw [Finset.prod_congr rfl fun i _ => two_scale p (x i), Finset.prod_mul_distrib,
    Finset.prod_univ_sum, Finset.prod_const, Finset.card_univ, Fintype.card_fin, ← pow_mul]
  simp only [Finset.prod_mul_distrib]
```

## Coarse-grid charges from fine-grid charges

Return to one dimension and compare two grids, the second with half the spacing of the first. In units of the finer spacing, the particle at $r_i$ has position $2r_i$, and the coarse grid point $j$ coincides with the fine grid point $2j$. The charges on the two grids, spread with splines of the same degree, are

$$
Q_j = \sum_i q_i B_p(r_i-j),
\qquad
\tilde Q_m = \sum_i q_i B_p(2r_i-m).
$$

The two-scale relation at $x = r_i - j$ contains the arguments

$$
2(r_i-j)-k = 2r_i-(2j+k),
$$

which belong to the fine grid points $2j+k$. Inserting it and exchanging the two finite sums gives

$$
Q_j = \frac{1}{2^p}\sum_{k=0}^{p+1}\binom{p+1}{k}\sum_i q_i B_p\bigl(2r_i-(2j+k)\bigr)
= \frac{1}{2^p}\sum_{k=0}^{p+1}\binom{p+1}{k}\,\tilde Q_{2j+k} .
$$

For linear splines, $p = 1$, the rule is $Q_j = \tfrac12\tilde Q_{2j} + \tilde Q_{2j+1} + \tfrac12\tilde Q_{2j+2}$.

In the theorem, $\tilde Q$ is `gridCharge` evaluated at the doubled positions `fun i => 2 * r i`. The proof exchanges the sums with `Finset.sum_comm`, applies `two_scale` particle by particle, and matches the arguments by the identity displayed above.

For multilevel particle-mesh simulations, the result means that on a one-dimensional, non-periodic grid the coarse charges can be computed from the fine ones without visiting the particles again, and with no approximation beyond rounding, when both grids use the uncentred spline $B_p$ of the same degree and the coarse point $j$ lies on the fine point $2j$. The convention matters: for a box centred on the grid point, with the same alignment, the cell of an odd fine point straddles two coarse cells, and the fine charges do not determine the coarse ones. The theorem concerns the assignment of charge only; potentials, energies and forces do not enter it.

```lean
/-- The charge at a coarse grid point is `2^(-p)` times a binomially weighted sum of the charges
that the same particles assign to the grid of half the spacing. -/
theorem gridCharge_restriction {ι : Type*} [Fintype ι] (p : ℕ) (q r : ι → ℝ) (j : ℤ) :
    gridCharge p q r j = (1 / 2) ^ p * ∑ k ∈ range (p + 2),
      ((p + 1).choose k : ℝ) * gridCharge p q (fun i => 2 * r i) (2 * j + k) := by
  simp only [gridCharge, Finset.mul_sum]
  rw [Finset.sum_comm]
  refine Finset.sum_congr rfl fun i _ => ?_
  rw [two_scale p (r i - j), Finset.mul_sum, Finset.mul_sum]
  refine Finset.sum_congr rfl fun k _ => ?_
  push_cast
  rw [show 2 * (r i - (j : ℝ)) - (k : ℝ) = 2 * r i - (2 * j + k) by ring]
  ring

end

end MultilevelSplineGrid
```

```lean
#print axioms MultilevelSplineGrid.two_scale_tensor
-- 'MultilevelSplineGrid.two_scale_tensor' depends on axioms: [propext, Classical.choice, Quot.sound]
#print axioms MultilevelSplineGrid.gridCharge_restriction
-- 'MultilevelSplineGrid.gridCharge_restriction' depends on axioms: [propext, Classical.choice, Quot.sound]
```
